# Two anticommuting 2×2 complex matrices that square to the identity are σ_z and σ_x in some basis

Two perpendicular components of a spin one-half, in units of ħ/2, square to the identity and anticommute. Do these relations alone fix the two matrices up to a change of basis? The answer depends on which changes of basis are admitted: any invertible matrix S, or only unitary ones, which preserve inner products. Here the general theorem assumes no Hermiticity and gives an invertible S. A second theorem adds Hermiticity, as for observables, and gives a unitary.

## The relations and two pairs that satisfy them

```lean
import Mathlib

open Matrix

namespace PauliUniqueness

local notation "M₂" => Matrix (Fin 2) (Fin 2) ℂ
```

`M₂` abbreviates the type of 2×2 complex matrices. Rows and columns are numbered 0 and 1, and the text below does the same.

```lean
/-- The Pauli matrix `σ_x`. -/
def σx : M₂ := !![0, 1; 1, 0]
```

This is σ_x, written row by row; a semicolon ends a row.

```lean
/-- The Pauli matrix `σ_z`. -/
def σz : M₂ := !![1, 0; 0, -1]
```

This is σ_z. Its eigenvalues +1 and −1 stand for spin up and spin down along z.

```lean
/-- Two 2×2 complex matrices form a Pauli pair if each squares to the identity and they
anticommute. -/
def IsPauliPair (A B : M₂) : Prop :=
  A * A = 1 ∧ B * B = 1 ∧ A * B = -(B * A)
```

`IsPauliPair A B` is the conjunction of three equations:

A² = 1, B² = 1, AB = −BA.

The symbol `1` is the identity matrix. The first two equations restrict the eigenvalues to ±1, and the third is the algebra of perpendicular spin components. The order matters later: A is matched with σ_z and B with σ_x.

```lean
/-- The matrices `σ_z` and `σ_x` form a Pauli pair, and both are Hermitian. -/
theorem pauli_witness : IsPauliPair σz σx ∧ σx.IsHermitian ∧ σz.IsHermitian := by
  refine ⟨⟨?_, ?_, ?_⟩, ?_, ?_⟩
  on_goal 4 => show σxᴴ = σx
  on_goal 5 => show σzᴴ = σz
  all_goals
    ext i j
    fin_cases i <;> fin_cases j <;> simp [σx, σz, Matrix.mul_apply, Fin.sum_univ_two]
```

A `theorem` has its statement before `:=` and its proof after it. This one says that σ_z and σ_x satisfy the relations and are Hermitian. The proof compares matrices entry by entry: `ext i j` picks an entry, `fin_cases` runs through the index values, and `simp` computes.

```lean
/-- An explicit Pauli pair of two non-Hermitian matrices. -/
theorem oblique_witness : IsPauliPair !![1, 1; 0, -1] !![1, 0; -2, -1] := by
  refine ⟨?_, ?_, ?_⟩ <;> ext i j <;> fin_cases i <;> fin_cases j <;>
    norm_num [Matrix.mul_apply, Fin.sum_univ_two]
```

The same check works for a pair that is visibly not Hermitian. No unitary can carry σ_z and σ_x into this pair, because unitary conjugation preserves Hermiticity. The general theorem must therefore admit matrices S that are invertible but not unitary.

## A basis built from one eigenvector

```lean
/-- The first member of a Pauli pair has a nonzero eigenvector with eigenvalue `+1`. -/
theorem exists_spin_up {A B : M₂} (h : IsPauliPair A B) :
    ∃ v : Fin 2 → ℂ, v ≠ 0 ∧ A *ᵥ v = v := by
  obtain ⟨hA, hB, hAB⟩ := h
  -- `A = -1` would force `B = 0`
  have hne : A + 1 ≠ 0 := by
    intro h0
    rw [eq_neg_of_add_eq_zero_left h0] at hAB
    have h3 : -B = B := by
      calc -B = -1 * B := by noncomm_ring
        _ = -(B * -1) := hAB
        _ = B := by noncomm_ring
    have h1 : B = 0 := by
      ext i j
      have e : -(B i j) = B i j := congrFun (congrFun h3 i) j
      show B i j = 0
      linear_combination (-1 / 2) * e
    rw [h1, mul_zero] at hB
    exact zero_ne_one hB
  -- every column of `A + 1` is fixed by `A`
  have hfix : A * (A + 1) = A + 1 := by rw [mul_add, hA, mul_one, add_comm]
  by_contra hcon
  apply hne
  ext i j
  have hcol : (fun k => (A + 1) k j) = 0 := by
    by_contra h0
    exact hcon ⟨_, h0, funext fun k => congrFun (congrFun hfix k) j⟩
  exact congrFun hcol i
```

The claim is that A has a nonzero vector v with Av = v; `*ᵥ` is a matrix acting on a vector. If A were −1, then AB = −BA would read −B = B, so B = 0, against B² = 1. Hence A + 1 ≠ 0. Moreover,

A(A + 1) = A² + A = A + 1,

so A leaves every column of A + 1 unchanged, and a nonzero column serves as v. Lean runs the last step by contradiction: if no such v existed, every column of A + 1 would vanish.

```lean
/-- If `A` and `B` anticommute, `B` turns a vector with `A v = v` into one on which `A` acts
as `-1`. -/
theorem spin_flip {A B : M₂} (hAB : A * B = -(B * A)) {v : Fin 2 → ℂ} (hv : A *ᵥ v = v) :
    A *ᵥ (B *ᵥ v) = -(B *ᵥ v) := by
  rw [Matrix.mulVec_mulVec, hAB, Matrix.neg_mulVec, ← Matrix.mulVec_mulVec, hv]
```

B flips the spin:

A(Bv) = −B(Av) = −Bv.

The `rw` line makes these replacements in order.

```lean
/-- For every Pauli pair there is an invertible matrix that intertwines it with
`σ_z` and `σ_x`. -/
theorem exists_intertwiner {A B : M₂} (h : IsPauliPair A B) :
    ∃ S : M₂, S.det ≠ 0 ∧ A * S = S * σz ∧ B * S = S * σx := by
  obtain ⟨v, hv0, hv⟩ := exists_spin_up h
  have hAw := spin_flip h.2.2 hv
  have hBw : B *ᵥ (B *ᵥ v) = v := by rw [Matrix.mulVec_mulVec, h.2.1, Matrix.one_mulVec]
  obtain ⟨w, hw⟩ : ∃ w, B *ᵥ v = w := ⟨_, rfl⟩
  rw [hw] at hAw hBw
  have comp : ∀ (M : M₂) (x : Fin 2 → ℂ) (i : Fin 2),
      (M *ᵥ x) i = M i 0 * x 0 + M i 1 * x 1 := by
    intro M x i
    simp [Matrix.mulVec, dotProduct, Fin.sum_univ_two]
  have a : ∀ i, A i 0 * v 0 + A i 1 * v 1 = v i :=
    fun i => (comp A v i).symm.trans (congrFun hv i)
  have c : ∀ i, A i 0 * w 0 + A i 1 * w 1 = -w i :=
    fun i => (comp A w i).symm.trans (congrFun hAw i)
  have b : ∀ i, B i 0 * v 0 + B i 1 * v 1 = w i :=
    fun i => (comp B v i).symm.trans (congrFun hw i)
  have d : ∀ i, B i 0 * w 0 + B i 1 * w 1 = v i :=
    fun i => (comp B w i).symm.trans (congrFun hBw i)
  -- the columns of `S` are `v` and `B v`
  refine ⟨Matrix.of fun i => ![v i, w i], ?_, ?_, ?_⟩
  · intro hdet
    rw [Matrix.det_fin_two] at hdet
    change v 0 * w 1 - w 0 * v 1 = 0 at hdet
    have q : ∀ i j, v i * w j = w i * v j := by
      simp only [Fin.forall_fin_two]
      exact ⟨⟨mul_comm _ _, by linear_combination hdet⟩,
        ⟨by linear_combination -hdet, mul_comm _ _⟩⟩
    -- applying `A` reverses one sign, applying `B` then turns `w` into `v`
    have z : ∀ i j, v i * w j = 0 := fun i j => by
      linear_combination
        (q i j + A i 0 * q 0 j + A i 1 * q 1 j - w j * a i + v j * c i) / 2
    refine hv0 (funext fun i => mul_self_eq_zero.mp ?_)
    linear_combination B i 0 * z i 0 + B i 1 * z i 1 - v i * d i
  · ext i j
    fin_cases i <;> fin_cases j <;> simp [σz, Matrix.mul_apply, Fin.sum_univ_two, a, c]
  · ext i j
    fin_cases i <;> fin_cases j <;> simp [σx, Matrix.mul_apply, Fin.sum_univ_two, b, d]
```

Put w = Bv, so that Bw = B²v = v, and let S be the matrix with columns v and w. Acting on the columns,

AS = (v, −w) = Sσ_z

BS = (w, v) = Sσ_x.

It remains to show det S ≠ 0. If the determinant vanished, then v_i w_j = w_i v_j for all i and j. Applying A to the index i keeps v and reverses w, so v_i w_j = −w_i v_j. Adding the two equations gives v_i w_j = 0. Applying B to the index j turns w into v:

0 = Σ_j B_ij v_i w_j = v_i (Bw)_i = v_i².

So v = 0, a contradiction.

In the code, `a`, `b`, `c` and `d` are the component forms of Av = v, Bv = w, Aw = −w and Bw = v. The equation `q` is v_i w_j = w_i v_j and `z` is v_i w_j = 0, and `linear_combination` checks that the stated combination of known equations yields the goal.

For the non-Hermitian pair above, v = (1, 0) gives w = (1, −2), so S has rows (1, 1) and (0, −2).

## An equivalence, and a unitary for Hermitian pairs

```lean
/-- **Pauli uniqueness theorem.** Two 2×2 complex matrices square to the identity and
anticommute exactly when one invertible `S` carries `σ_z` and `σ_x` into them. -/
theorem pauli_uniqueness (A B : M₂) :
    IsPauliPair A B ↔ ∃ S : M₂, S.det ≠ 0 ∧ A = S * σz * S⁻¹ ∧ B = S * σx * S⁻¹ := by
  constructor
  · intro h
    obtain ⟨S, hS, h1, h2⟩ := exists_intertwiner h
    have hr := Matrix.mul_nonsing_inv S (isUnit_iff_ne_zero.mpr hS)
    exact ⟨S, hS, by rw [← h1, mul_assoc, hr, mul_one], by rw [← h2, mul_assoc, hr, mul_one]⟩
  · rintro ⟨S, hS, rfl, rfl⟩
    have hr := Matrix.mul_nonsing_inv S (isUnit_iff_ne_zero.mpr hS)
    have hl := Matrix.nonsing_inv_mul S (isUnit_iff_ne_zero.mpr hS)
    -- conjugation respects products
    have hc : ∀ X Y : M₂, (S * X * S⁻¹) * (S * Y * S⁻¹) = S * (X * Y) * S⁻¹ := by
      intro X Y
      calc (S * X * S⁻¹) * (S * Y * S⁻¹) = S * X * (S⁻¹ * S) * Y * S⁻¹ := by
            simp only [mul_assoc]
        _ = S * (X * Y) * S⁻¹ := by rw [hl, mul_one, mul_assoc S X Y]
    obtain ⟨hz, hx, hzx⟩ := pauli_witness.1
    exact ⟨by rw [hc, hz, mul_one, hr], by rw [hc, hx, mul_one, hr],
      by rw [hc, hc, hzx, mul_neg, neg_mul]⟩
```

The symbol `↔` means "exactly when". From left to right, multiply AS = Sσ_z and BS = Sσ_x by S⁻¹ on the right:

A = Sσ_z S⁻¹, B = Sσ_x S⁻¹.

The same S appears in both. The condition `S.det ≠ 0` makes `S⁻¹` a genuine inverse.

From right to left, conjugation respects products,

(SXS⁻¹)(SYS⁻¹) = S(XY)S⁻¹,

which is `hc` in the code. The relations for σ_z and σ_x therefore pass to A and B.

"Uniqueness" refers to the pair up to a change of basis; S can still be multiplied by any nonzero number. The well-known theorem of this kind that bears Pauli's name is about the 4×4 Dirac matrices; the one proved here concerns two 2×2 matrices.

In one dimension the relations have no solution: numbers commute, so ab = −ba gives ab = 0, while a² = b² = 1 makes both nonzero. Two is the smallest nonzero dimension in which such a pair exists.

```lean
/-- If both members of a Pauli pair are Hermitian, the change of basis to `σ_z` and `σ_x`
can be chosen unitary. -/
theorem pauli_uniqueness_unitary {A B : M₂} (h : IsPauliPair A B)
    (hA : A.IsHermitian) (hB : B.IsHermitian) :
    ∃ U ∈ Matrix.unitaryGroup (Fin 2) ℂ, A = U * σz * Uᴴ ∧ B = U * σx * Uᴴ := by
  obtain ⟨S, hS, h1, h2⟩ := exists_intertwiner h
  -- `S† S` commutes with `σ_z` and `σ_x`
  have comm : ∀ M τ : M₂, Mᴴ = M → τᴴ = τ → M * S = S * τ →
      Sᴴ * S * τ = τ * (Sᴴ * S) := by
    intro M τ hM hτ e
    have e' := congrArg Matrix.conjTranspose e
    rw [Matrix.conjTranspose_mul, Matrix.conjTranspose_mul, hM, hτ] at e'
    rw [mul_assoc, ← e, ← mul_assoc Sᴴ, e', mul_assoc]
  have hz := comm A σz hA pauli_witness.2.2 h1
  have hx := comm B σx hB pauli_witness.2.1 h2
  obtain ⟨P, hP⟩ : ∃ P, Sᴴ * S = P := ⟨_, rfl⟩
  rw [hP] at hz hx
  have p01 : P 0 1 = 0 := by
    have e : -P 0 1 = P 0 1 := by
      simpa [σz, Matrix.mul_apply, Fin.sum_univ_two] using congrFun (congrFun hz 0) 1
    linear_combination (-1 / 2) * e
  have p10 : P 1 0 = 0 := by
    have e : P 1 0 = -P 1 0 := by
      simpa [σz, Matrix.mul_apply, Fin.sum_univ_two] using congrFun (congrFun hz 1) 0
    linear_combination e / 2
  have p11 : P 0 0 = P 1 1 := by
    simpa [σx, Matrix.mul_apply, Fin.sum_univ_two] using congrFun (congrFun hx 0) 1
  obtain ⟨r, hr, hPr⟩ : ∃ r : ℝ, 0 < r ∧ P 0 0 = (r : ℂ) := by
    refine ⟨‖S 0 0‖ ^ 2 + ‖S 1 0‖ ^ 2, ?_, ?_⟩
    · have hcol : S 0 0 ≠ 0 ∨ S 1 0 ≠ 0 := by
        by_contra! h'
        exact hS (by rw [Matrix.det_fin_two, h'.1, h'.2]; ring)
      rcases hcol with h0 | h0 <;> positivity
    · rw [← hP]
      simp [Matrix.mul_apply, Fin.sum_univ_two, Complex.conj_mul']
  have hP1 : P = (r : ℂ) • (1 : M₂) := by
    ext i j
    fin_cases i <;> fin_cases j <;> simp [p01, p10, ← p11, hPr]
  -- rescale `S` to a unitary matrix
  obtain ⟨c, hc⟩ : ∃ c : ℝ, c * c * r = 1 :=
    ⟨(√r)⁻¹, by rw [← mul_inv, Real.mul_self_sqrt hr.le, inv_mul_cancel₀ hr.ne']⟩
  have hc' : (c : ℂ) * c * r = 1 := by exact_mod_cast hc
  have hs : star (c : ℂ) = c := Complex.conj_ofReal c
  have hU : ((c : ℂ) • S)ᴴ * ((c : ℂ) • S) = 1 := by
    rw [Matrix.conjTranspose_smul, hs, Matrix.smul_mul, Matrix.mul_smul, hP, hP1,
      smul_smul, smul_smul, hc', one_smul]
  have hUU : ((c : ℂ) • S) * ((c : ℂ) • S)ᴴ = 1 := mul_eq_one_comm.mp hU
  have fin : ∀ M τ : M₂, M * S = S * τ →
      M = ((c : ℂ) • S) * τ * ((c : ℂ) • S)ᴴ := by
    intro M τ e
    rw [Matrix.smul_mul, ← e, ← Matrix.mul_smul, mul_assoc, hUU, mul_one]
  exact ⟨(c : ℂ) • S, Matrix.mem_unitaryGroup_iff.mpr hUU, fin A σz h1, fin B σx h2⟩

end PauliUniqueness
```

Now A and B are also Hermitian. Lean writes the adjoint S† as `Sᴴ`. The adjoint of AS = Sσ_z is S†A = σ_z S†, hence

S†Sσ_z = S†AS = σ_z S†S,

and likewise for σ_x. Let P = S†S. Commuting with σ_z forces P_01 = P_10 = 0, and commuting with σ_x forces P_00 = P_11. So P = r·1, with

r = |S_00|² + |S_10|² > 0,

since an invertible matrix has no zero column. With c = 1/√r, the matrix U = cS satisfies U†U = 1, and then UU† = 1 because U is square. Finally AU = Uσ_z and BU = Uσ_x give

A = Uσ_z U†, B = Uσ_x U†.

The number r is the squared norm of the first column of S; if that column is normalised, r = 1 and S is already unitary.

For a single qubit, whose state space is two-dimensional, this means that any two anticommuting Hermitian 2×2 matrices with square 1 can serve as Z and X. Isolating two levels of a real atom or circuit, so that the observables act within them, is a physical approximation that the hypotheses take for granted.

```lean
#print axioms PauliUniqueness.pauli_uniqueness
-- 'PauliUniqueness.pauli_uniqueness' depends on axioms: [propext, Classical.choice, Quot.sound]
#print axioms PauliUniqueness.pauli_uniqueness_unitary
-- 'PauliUniqueness.pauli_uniqueness_unitary' depends on axioms: [propext, Classical.choice, Quot.sound]
```
